# The Brandner–Saito–Seifert bound for three terminals

Take three single-channel leads, labelled 0, 1, 2, joined by an ideal circulator. With $T_{ij}$ the probability of transmission from terminal $j$ to terminal $i$, the transmission matrix $T$ is the cyclic permutation $C$ with $C_{01}=C_{12}=C_{20}=1$. Put $A=1-C$ and, for real $x$,
$$K(x)=A+A^{\mathsf T}+ix\,(A-A^{\mathsf T}).$$
The eigenvalues of $C$ are $e^{i\theta}$ with $\theta=0,\pm2\pi/3$, and $C^{\mathsf T}=C^{-1}$. On the same eigenvectors $K(x)$ takes the values $2-2\cos\theta+2x\sin\theta$, that is $0$ and $3\pm\sqrt3\,x$. So $K(x)$ has no negative eigenvalue exactly when $|x|\le\sqrt3$. For any other $3\times3$ matrix $T$ with nonnegative entries whose rows and columns sum to one, and $A=1-T$, the condition $|x|\le\sqrt3$ is still sufficient but not always necessary: for symmetric $T$, $K(x)$ does not depend on $x$. With two terminals the sum rules force $T_{01}=T_{10}$, so three is the smallest number that allows any asymmetry.

## Physical setting

Non-interacting carriers scatter elastically between three reservoirs. At each energy a unitary matrix $S$ gives $T_{ij}=|S_{ij}|^2$, which is doubly stochastic: its entries are nonnegative and every row and column sums to one. A magnetic field allows $T\ne T^{\mathsf T}$.

Energies $\varepsilon_k$ lie on a finite grid, measured from the reference chemical potential, with weights $w_k\ge0$ and transmission matrices $T^{(k)}$. Terminal $\alpha$ has a particle affinity $a_\alpha$ and a heat affinity $b_\alpha$. For Fermi reservoirs at reference temperature $\Theta$, with shifts $\delta\mu_\alpha$ and $\delta\Theta_\alpha$, these are $a_\alpha=\delta\mu_\alpha/k_B\Theta$ and $b_\alpha=\delta\Theta_\alpha/k_B\Theta^2$. The occupation changes by $n(1-n)(a_\alpha+\varepsilon b_\alpha)$, with $n$ the reference Fermi function; the factor $n(1-n)$, the grid spacing and $1/h$ go into $w_k$. With $f^{(k)}_\alpha=a_\alpha+\varepsilon_kb_\alpha$, the particle and heat currents out of terminal $\alpha$ are
$$J^N_\alpha=\sum_k w_k\big[(1-T^{(k)})f^{(k)}\big]_\alpha,\qquad J^Q_\alpha=\sum_k w_k\varepsilon_k\big[(1-T^{(k)})f^{(k)}\big]_\alpha .$$
Terminal 0 is the reference, $a_0=b_0=0$. Terminal 1 is driven. Terminal 2 is a probe whose affinities adjust so that $J^N_2=J^Q_2=0$. Let $F$ be such a setting with $(a_1,b_1)=(1,0)$ and $G$ one with $(a_1,b_1)=(0,1)$. The Onsager coefficients are $L_{11}=J^N_1(F)$, $L_{21}=J^Q_1(F)$, $L_{12}=J^N_1(G)$, $L_{22}=J^Q_1(G)$; their indices label particle (1) and heat (2), not terminals.

## Statement

1. For doubly stochastic $T$, $A=1-T$ and $|x|\le\sqrt3$, $K(x)$ is Hermitian and positive semidefinite (`brandner_saito_seifert`). This applies to $T_{ij}=|S_{ij}|^2$ with $S$ unitary (`unitary_bound`).
2. The circulator is doubly stochastic, and its $K(x)$ is positive semidefinite if and only if $|x|\le\sqrt3$ (`circulator_sharp`).
3. In the probe setting, $L_{12}^2+L_{21}^2-L_{12}L_{21}\le L_{11}L_{22}$ (`onsager_bound`).

The left side of item 3 equals $\tfrac14(L_{12}+L_{21})^2+\tfrac34(L_{12}-L_{21})^2$. Nonnegative entropy production bounds only the first term by $L_{11}L_{22}$; current conservation in this non-interacting, single-channel, three-terminal model also limits how far a magnetic field can separate the two thermoelectric cross coefficients.

## Derivation

**One circulation.** Row 0 minus column 0 gives $T_{20}-T_{02}=T_{01}-T_{10}$, and row 1 minus column 1 gives $T_{12}-T_{21}=T_{01}-T_{10}$. Call this common value $d$.

**Real inequality.** For real vectors $u,v$ set $p=u_0-u_1$, $q=u_1-u_2$, $r=v_0-v_1$, $s=v_1-v_2$, and $Q=p^2+pq+q^2+r^2+rs+s^2$. The sum rules give $u^{\mathsf T}Au=\tfrac12\sum_{ij}T_{ij}(u_i-u_j)^2$, and expanding the antisymmetric part gives $u^{\mathsf T}Av-v^{\mathsf T}Au=-d\,(ps-qr)$. Write $E_{ij}=T_{ij}[(u_i-u_j)^2+(v_i-v_j)^2]\ge0$ and note $\tfrac12[p^2+q^2+(p+q)^2]=p^2+pq+q^2$. For $d\ge0$, substituting $T_{01}=T_{10}+d$, $T_{12}=T_{21}+d$, $T_{20}=T_{02}+d$ yields
$$u^{\mathsf T}Au+v^{\mathsf T}Av-x\,(u^{\mathsf T}Av-v^{\mathsf T}Au)=E_{10}+E_{21}+E_{02}+d\,[Q+x(ps-qr)].$$
For $d\le0$ the right side is $E_{01}+E_{12}+E_{20}+|d|\,[Q-x(ps-qr)]$. Either bracket is nonnegative, because for $y^2\le3$
$$Q-y(ps-qr)=\Big(p+\tfrac q2-\tfrac{ys}2\Big)^2+\Big(r+\tfrac s2+\tfrac{yq}2\Big)^2+\tfrac{3-y^2}4\,(q^2+s^2),$$
used with $y=\mp x$. Hence $x(u^{\mathsf T}Av-v^{\mathsf T}Au)\le u^{\mathsf T}Au+v^{\mathsf T}Av$.

**Complex form.** For $z=u+iv$, $z^\dagger(A+A^{\mathsf T})z=2(u^{\mathsf T}Au+v^{\mathsf T}Av)$ and $z^\dagger(A-A^{\mathsf T})z=2i(u^{\mathsf T}Av-v^{\mathsf T}Au)$. Thus $z^\dagger K(x)z=2\,[u^{\mathsf T}Au+v^{\mathsf T}Av-x\,(u^{\mathsf T}Av-v^{\mathsf T}Au)]$, which is nonnegative by the real inequality. A real symmetric matrix plus $i$ times a real antisymmetric one is Hermitian, so item 1 follows. For unitary $S$ the diagonals of $SS^\dagger=1$ and $S^\dagger S=1$ are the row and column sums.

**Sharpness.** For the circulator $d=1$ and $E_{10}=E_{21}=E_{02}=0$. The vectors $u=(-x,0,0)$, $v=(1,2,0)$ have $p=-x$, $q=0$, $r=-1$, $s=2$, so $Q=x^2+3$ and $x(ps-qr)=-2x^2$. Nonnegativity then requires $3-x^2\ge0$.

**Onsager coefficients.** For settings $X,Y$ with shift vectors $f_X^{(k)},f_Y^{(k)}$ define
$$\langle X,Y\rangle=\sum_kw_k\,f_X^{(k)\mathsf T}(1-T^{(k)})f_Y^{(k)}=\sum_\alpha\big[a_\alpha(X)J^N_\alpha(Y)+b_\alpha(X)J^Q_\alpha(Y)\big].$$
In probe settings terminal 0 drops out through its affinities and terminal 2 through its currents. So $\langle F,F\rangle=L_{11}$, $\langle F,G\rangle=L_{12}$, $\langle G,F\rangle=L_{21}$, $\langle G,G\rangle=L_{22}$. Apply the real inequality at $x=\sqrt3$ to $u=\lambda f_F^{(k)}+\sigma f_G^{(k)}$, $v=\rho f_G^{(k)}$ with real $\lambda,\sigma,\rho$, multiply by $w_k$ and sum:
$$\sqrt3\,\lambda\rho\,(L_{12}-L_{21})\le\lambda^2L_{11}+\lambda\sigma(L_{12}+L_{21})+(\sigma^2+\rho^2)L_{22}.$$
The choices $(\lambda,\sigma,\rho)=(1,0,0)$ and $(0,1,0)$ give $L_{11},L_{22}\ge0$. Let $M=L_{12}^2+L_{21}^2-L_{12}L_{21}$. For real $t$ take $\lambda=1$, $\sigma=-t(L_{12}+L_{21})$, $\rho=\sqrt3\,t(L_{12}-L_{21})$. Since $(L_{12}+L_{21})^2+3(L_{12}-L_{21})^2=4M$, this reads $4ML_{22}t^2-4Mt+L_{11}\ge0$ for all $t$. The discriminant is then nonpositive, $M(M-L_{11}L_{22})\le0$. If $M>L_{11}L_{22}\ge0$, both factors would be positive, so $M\le L_{11}L_{22}$.

## What the formal version assumes

Terminals are `Fin 3`. `IsDoublyStochastic` fixes all row and column sums at one, which means one channel per lead; several channels or more terminals are not treated. `asymForm A x` is $K(x)$ as a complex matrix. Mathlib's `PosSemidef` includes hermiticity, and under `ComplexOrder` the inequality $0\le z^\dagger Kz$ says that the number is real and nonnegative.

An `Affinity` holds $a_\alpha$ and $b_\alpha$, `Affinity.shift` is $a_\alpha+\varepsilon b_\alpha$, and `pairing` is $\langle X,Y\rangle$. The Landauer–Büttiker currents are definitions, `particleCurrent` and `heatCurrent`, and are not derived from a Hamiltonian. The energy integral is a finite sum over an index type `ι`, and only $w_k\ge0$ is used, not the Fermi form of the weights. `IsProbeSetting` is a hypothesis: the theorem holds for any probe affinities that null the probe currents, without showing that they exist or are unique. Both $L_{12}$ and $L_{21}$ belong to the same $T^{(k)}$, hence the same field.

The theorem `onsager_bound_witness` supplies one instance: energies $1,0,-1$, unit weights, transmissions `mixedT` (circulator, exchange of 0 and 2, reversed circulator), probe affinities $(a_2,b_2)=(1/3,-1/2)$ for $F$ and $(-1/3,1/2)$ for $G$, with $L_{12}=-1/6$ and $L_{21}=1/6$. Direct summation, not recorded in any theorem, gives $L_{11}=13/6$ and $L_{22}=11/6$, so the product $L_{11}L_{22}=143/36$ is far above $M=1/12$. Sharpness is established here for the matrix bound only, not for the Onsager inequality. The efficiency bounds for heat engines and refrigerators that go with these authors' names would start from item 3; the theorems end there.

## The Lean file

```lean
import Mathlib

open Matrix
open scoped ComplexOrder

namespace ThreeTerminalBound

noncomputable section

/-- Transmission table with nonnegative entries whose rows and columns sum to one. -/
structure IsDoublyStochastic (T : Matrix (Fin 3) (Fin 3) ℝ) : Prop where
  nonneg : ∀ i j, 0 ≤ T i j
  row : ∀ i, ∑ j, T i j = 1
  col : ∀ j, ∑ i, T i j = 1

/-- The complex matrix `A + Aᵀ + i x (A - Aᵀ)` built from a real matrix `A`. -/
def asymForm (A : Matrix (Fin 3) (Fin 3) ℝ) (x : ℝ) : Matrix (Fin 3) (Fin 3) ℂ :=
  (A + Aᵀ).map Complex.ofReal + (Complex.I * x) • (A - Aᵀ).map Complex.ofReal

/-- Transmission table of the ideal circulator, a cyclic permutation of the terminals. -/
def circulator : Matrix (Fin 3) (Fin 3) ℝ := !![0, 1, 0; 0, 0, 1; 1, 0, 0]

/-- The transmission asymmetry is the same on all three links of the cycle 0, 1, 2. -/
theorem circulation {T : Matrix (Fin 3) (Fin 3) ℝ} (hT : IsDoublyStochastic T) :
    T 1 2 - T 2 1 = T 0 1 - T 1 0 ∧ T 2 0 - T 0 2 = T 0 1 - T 1 0 := by
  have r0 := hT.row 0
  have r1 := hT.row 1
  have c0 := hT.col 0
  have c1 := hT.col 1
  simp only [Fin.sum_univ_three] at r0 r1 c0 c1
  constructor <;> linarith

/-- For `A = 1 - T` and `|x| ≤ √3`, `x` times the antisymmetric form `uAv - vAu` is at most
`uAu + vAv`, for all real vectors `u`, `v`. -/
theorem real_bound {T : Matrix (Fin 3) (Fin 3) ℝ} (hT : IsDoublyStochastic T) {x : ℝ}
    (hx : |x| ≤ √3) (u v : Fin 3 → ℝ) :
    x * (u ⬝ᵥ (1 - T) *ᵥ v - v ⬝ᵥ (1 - T) *ᵥ u) ≤ u ⬝ᵥ (1 - T) *ᵥ u + v ⬝ᵥ (1 - T) *ᵥ v := by
  have hx2 : x ^ 2 ≤ 3 := by
    have := pow_le_pow_left₀ (abs_nonneg x) hx 2
    rwa [sq_abs, Real.sq_sqrt (by norm_num)] at this
  -- the circulator case, by completing squares
  have cyc : ∀ y p q r s : ℝ, y ^ 2 ≤ 3 →
      0 ≤ p ^ 2 + p * q + q ^ 2 + r ^ 2 + r * s + s ^ 2 - y * (p * s - q * r) := by
    intro y p q r s hy
    nlinarith [sq_nonneg (p + q / 2 - y * s / 2), sq_nonneg (r + s / 2 + y * q / 2),
      mul_nonneg (sub_nonneg.2 hy) (sq_nonneg s), mul_nonneg (sub_nonneg.2 hy) (sq_nonneg q)]
  obtain ⟨k1, k2⟩ := circulation hT
  obtain ⟨d, hd⟩ : ∃ d, d = T 0 1 - T 1 0 := ⟨_, rfl⟩
  have r0 := hT.row 0
  have r1 := hT.row 1
  have r2 := hT.row 2
  simp only [Fin.sum_univ_three] at r0 r1 r2
  have h01 : T 0 1 = T 1 0 + d := by linarith
  have h12 : T 1 2 = T 2 1 + d := by linarith
  have h20 : T 2 0 = T 0 2 + d := by linarith
  have h00 : T 0 0 = 1 - T 1 0 - d - T 0 2 := by linarith
  have h11 : T 1 1 = 1 - T 1 0 - T 2 1 - d := by linarith
  have h22 : T 2 2 = 1 - T 0 2 - d - T 2 1 := by linarith
  have E : ∀ i j, 0 ≤ T i j * ((u i - u j) ^ 2 + (v i - v j) ^ 2) := fun i j =>
    mul_nonneg (hT.nonneg i j) (by positivity)
  simp only [sub_mulVec, one_mulVec, dotProduct_sub]
  simp only [dotProduct, mulVec, Fin.sum_univ_three, h00, h11, h22, h01, h12, h20]
  -- symmetric links plus `|d|` times a circulator of either orientation
  rcases le_total 0 d with h | h
  · have := mul_nonneg h (cyc (-x) (u 0 - u 1) (u 1 - u 2) (v 0 - v 1) (v 1 - v 2) (by linarith))
    linarith [E 1 0, E 2 1, E 0 2]
  · have := mul_nonneg (neg_nonneg.2 h)
      (cyc x (u 0 - u 1) (u 1 - u 2) (v 0 - v 1) (v 1 - v 2) hx2)
    have e1 := E 0 1
    have e2 := E 1 2
    have e3 := E 2 0
    rw [h01] at e1
    rw [h12] at e2
    rw [h20] at e3
    linarith

/-- `A + Aᵀ + i x (A - Aᵀ)` is positive semidefinite exactly when
`x (uAv - vAu) ≤ uAu + vAv` for all real vectors `u`, `v`. -/
theorem posSemidef_iff (A : Matrix (Fin 3) (Fin 3) ℝ) (x : ℝ) :
    (asymForm A x).PosSemidef ↔
      ∀ u v : Fin 3 → ℝ, x * (u ⬝ᵥ A *ᵥ v - v ⬝ᵥ A *ᵥ u) ≤ u ⬝ᵥ A *ᵥ u + v ⬝ᵥ A *ᵥ v := by
  -- the quadratic form at `z = u + i v`
  have quad : ∀ u v : Fin 3 → ℝ,
      star (fun i => (⟨u i, v i⟩ : ℂ)) ⬝ᵥ asymForm A x *ᵥ (fun i => (⟨u i, v i⟩ : ℂ)) =
        ((2 * (u ⬝ᵥ A *ᵥ u + v ⬝ᵥ A *ᵥ v - x * (u ⬝ᵥ A *ᵥ v - v ⬝ᵥ A *ᵥ u)) : ℝ) : ℂ) := by
    intro u v
    apply Complex.ext <;> simp [asymForm, dotProduct, mulVec, Fin.sum_univ_three] <;> ring
  rw [posSemidef_iff_dotProduct_mulVec]
  refine ⟨fun h u v => ?_, fun h => ⟨?_, fun z => ?_⟩⟩
  · have := h.2 (fun i => (⟨u i, v i⟩ : ℂ))
    rw [quad, Complex.zero_le_real] at this
    linarith
  · ext i j
    apply Complex.ext <;> simp [asymForm, conjTranspose_apply] <;> ring
  · have hz := h (fun i => (z i).re) (fun i => (z i).im)
    exact le_of_le_of_eq (Complex.zero_le_real.2 (by linarith))
      (quad (fun i => (z i).re) (fun i => (z i).im)).symm

/-- Brandner-Saito-Seifert bound: for doubly stochastic `T`, `A = 1 - T` and `|x| ≤ √3`, the
matrix `A + Aᵀ + i x (A - Aᵀ)` is Hermitian and positive semidefinite. -/
theorem brandner_saito_seifert {T : Matrix (Fin 3) (Fin 3) ℝ} (hT : IsDoublyStochastic T)
    {x : ℝ} (hx : |x| ≤ √3) : (asymForm (1 - T) x).PosSemidef :=
  (posSemidef_iff _ _).2 (real_bound hT hx)

/-- The bound for the transmission probabilities `|S i j|²` of a unitary scattering matrix. -/
theorem unitary_bound {S : Matrix (Fin 3) (Fin 3) ℂ} (hS : S ∈ unitaryGroup (Fin 3) ℂ)
    {x : ℝ} (hx : |x| ≤ √3) :
    (asymForm (1 - of fun i j => Complex.normSq (S i j)) x).PosSemidef := by
  refine brandner_saito_seifert ⟨fun i j => Complex.normSq_nonneg _, fun i => ?_, fun j => ?_⟩ hx
  · have h := congrFun (congrFun (mem_unitaryGroup_iff.1 hS) i) i
    simp only [mul_apply, star_apply, one_apply_eq, Complex.star_def, Complex.mul_conj] at h
    show ∑ j, Complex.normSq (S i j) = 1
    exact_mod_cast h
  · have h := congrFun (congrFun (mem_unitaryGroup_iff'.1 hS) j) j
    simp only [mul_apply, star_apply, one_apply_eq, Complex.star_def,
      ← Complex.normSq_eq_conj_mul_self] at h
    show ∑ i, Complex.normSq (S i j) = 1
    exact_mod_cast h

/-- The circulator is doubly stochastic, and its matrix is positive semidefinite exactly for
`|x| ≤ √3`. -/
theorem circulator_sharp (x : ℝ) : IsDoublyStochastic circulator ∧
    ((asymForm (1 - circulator) x).PosSemidef ↔ |x| ≤ √3) := by
  have hc : IsDoublyStochastic circulator := by
    refine ⟨fun i j => ?_, fun i => ?_, fun i => ?_⟩ <;> (try fin_cases j) <;> fin_cases i <;>
      simp [circulator, Fin.sum_univ_three]
  refine ⟨hc, fun h => Real.abs_le_sqrt ?_, brandner_saito_seifert hc⟩
  have := (posSemidef_iff _ _).1 h ![-x, 0, 0] ![1, 2, 0]
  simp only [sub_mulVec, one_mulVec, dotProduct_sub] at this
  simp [circulator, dotProduct, mulVec, Fin.sum_univ_three] at this
  nlinarith

/-- Particle and heat affinities applied at the three terminals. -/
structure Affinity where
  particle : Fin 3 → ℝ
  heat : Fin 3 → ℝ

/-- Linear shift of the occupation of each terminal at energy `e`. -/
def Affinity.shift (F : Affinity) (e : ℝ) : Fin 3 → ℝ := fun α => F.particle α + e * F.heat α

variable {ι : Type*} [Fintype ι] (w ε : ι → ℝ) (T : ι → Matrix (Fin 3) (Fin 3) ℝ)

/-- Linear-response particle current out of terminal `α`, on an energy grid `ε` with
weights `w` and transmissions `T`. -/
def particleCurrent (F : Affinity) (α : Fin 3) : ℝ :=
  ∑ k, w k * ((1 - T k) *ᵥ F.shift (ε k)) α

/-- Linear-response heat current out of terminal `α`. -/
def heatCurrent (F : Affinity) (α : Fin 3) : ℝ :=
  ∑ k, w k * ε k * ((1 - T k) *ᵥ F.shift (ε k)) α

/-- Energy-summed bilinear form of `1 - T` between the occupation shifts of `F` and `G`. -/
def pairing (F G : Affinity) : ℝ := ∑ k, w k * (F.shift (ε k) ⬝ᵥ (1 - T k) *ᵥ G.shift (ε k))

/-- Terminal 0 has zero affinities, terminal 1 has affinities `a`, `b`, and the probe
terminal 2 carries neither particle nor heat current. -/
structure IsProbeSetting (F : Affinity) (a b : ℝ) : Prop where
  p0 : F.particle 0 = 0
  h0 : F.heat 0 = 0
  p1 : F.particle 1 = a
  h1 : F.heat 1 = b
  p2 : particleCurrent w ε T F 2 = 0
  h2 : heatCurrent w ε T F 2 = 0

/-- The bilinear form is the sum over terminals of the affinities of `F` times the currents
driven by `G`. -/
theorem pairing_eq (F G : Affinity) : pairing w ε T F G =
    ∑ α, (F.particle α * particleCurrent w ε T G α + F.heat α * heatCurrent w ε T G α) := by
  simp only [pairing, particleCurrent, heatCurrent, dotProduct, Fin.sum_univ_three,
    Finset.mul_sum, ← Finset.sum_add_distrib]
  refine Finset.sum_congr rfl fun k _ => ?_
  simp only [Affinity.shift]
  ring

/-- The Onsager coefficients of terminal 1, the currents `L₁₁`, `L₂₁` under a unit particle
affinity and `L₁₂`, `L₂₂` under a unit heat affinity with the probe currents zero, obey
`L₁₂² + L₂₁² - L₁₂ L₂₁ ≤ L₁₁ L₂₂`. -/
theorem onsager_bound (hw : ∀ k, 0 ≤ w k) (hT : ∀ k, IsDoublyStochastic (T k))
    {F G : Affinity} (hF : IsProbeSetting w ε T F 1 0) (hG : IsProbeSetting w ε T G 0 1) :
    particleCurrent w ε T G 1 ^ 2 + heatCurrent w ε T F 1 ^ 2
        - particleCurrent w ε T G 1 * heatCurrent w ε T F 1 ≤
      particleCurrent w ε T F 1 * heatCurrent w ε T G 1 := by
  have e : ∀ {X Y : Affinity} {a b c d : ℝ}, IsProbeSetting w ε T X a b →
      IsProbeSetting w ε T Y c d → pairing w ε T X Y =
        a * particleCurrent w ε T Y 1 + b * heatCurrent w ε T Y 1 := by
    intro X Y a b c d hX hY
    rw [pairing_eq, Fin.sum_univ_three, hX.p0, hX.h0, hX.p1, hX.h1, hY.p2, hY.h2]
    ring
  -- the bound at each energy for `u = p F + q G`, `v = r G`
  have hq : ∀ p q r : ℝ, √3 * (p * r * (pairing w ε T F G - pairing w ε T G F)) ≤
      p ^ 2 * pairing w ε T F F + p * q * (pairing w ε T F G + pairing w ε T G F)
        + (q ^ 2 + r ^ 2) * pairing w ε T G G := by
    intro p q r
    simp only [pairing, Finset.mul_sum, ← Finset.sum_sub_distrib, ← Finset.sum_add_distrib]
    refine Finset.sum_le_sum fun k _ => ?_
    have := mul_le_mul_of_nonneg_left (real_bound (hT k)
      (abs_of_nonneg (Real.sqrt_nonneg 3)).le
      (p • F.shift (ε k) + q • G.shift (ε k)) (r • G.shift (ε k))) (hw k)
    simp only [mulVec_add, mulVec_smul, dotProduct_add, add_dotProduct, dotProduct_smul,
      smul_dotProduct, smul_eq_mul] at this
    linarith
  rw [e hF hF, e hF hG, e hG hF, e hG hG] at hq
  simp only [one_mul, zero_mul, add_zero, zero_add] at hq
  generalize particleCurrent w ε T F 1 = A, particleCurrent w ε T G 1 = B,
    heatCurrent w ε T F 1 = C, heatCurrent w ε T G 1 = D at hq ⊢
  have hA : 0 ≤ A := by linarith [hq 1 0 0]
  have hD : 0 ≤ D := by linarith [hq 0 1 0]
  have s3 : √3 * √3 = 3 := Real.mul_self_sqrt (by norm_num)
  have hd : discrim (4 * (B ^ 2 + C ^ 2 - B * C) * D) (-(4 * (B ^ 2 + C ^ 2 - B * C))) A ≤ 0 := by
    refine discrim_le_zero fun t => ?_
    have := hq 1 (-t * (B + C)) (t * √3 * (B - C))
    have e1 : √3 * (1 * (t * √3 * (B - C)) * (B - C)) = 3 * (t * (B - C) ^ 2) := by
      linear_combination (t * (B - C) ^ 2) * s3
    have e2 : (t * √3 * (B - C)) ^ 2 = 3 * (t * (B - C)) ^ 2 := by
      linear_combination (t * (B - C)) ^ 2 * s3
    rw [e1, e2] at this
    linarith
  rw [discrim] at hd
  by_contra h
  have h' := not_le.1 h
  have hM := lt_of_le_of_lt (mul_nonneg hA hD) h'
  linarith [mul_pos hM (sub_pos.2 h')]

/-- Transmissions at three energies: the circulator, the exchange of terminals 0 and 2, and
the reversed circulator. -/
def mixedT : Fin 3 → Matrix (Fin 3) (Fin 3) ℝ :=
  ![circulator, !![0, 0, 1; 0, 1, 0; 1, 0, 0], !![0, 0, 1; 1, 0, 0; 0, 1, 0]]

/-- Doubly stochastic transmissions at energies `1, 0, -1` with unit weights and explicit probe
affinities meet the probe conditions, with `L₁₂ = -1/6` and `L₂₁ = 1/6`. -/
theorem onsager_bound_witness : (∀ k, IsDoublyStochastic (mixedT k)) ∧
    IsProbeSetting (fun _ => 1) ![1, 0, -1] mixedT ⟨![0, 1, 1 / 3], ![0, 0, -1 / 2]⟩ 1 0 ∧
    IsProbeSetting (fun _ => 1) ![1, 0, -1] mixedT ⟨![0, 0, -1 / 3], ![0, 1, 1 / 2]⟩ 0 1 ∧
    particleCurrent (fun _ => 1) ![1, 0, -1] mixedT ⟨![0, 0, -1 / 3], ![0, 1, 1 / 2]⟩ 1
      = -1 / 6 ∧
    heatCurrent (fun _ => 1) ![1, 0, -1] mixedT ⟨![0, 1, 1 / 3], ![0, 0, -1 / 2]⟩ 1 = 1 / 6 := by
  refine ⟨fun k => ?_, ⟨rfl, rfl, rfl, rfl, ?_, ?_⟩, ⟨rfl, rfl, rfl, rfl, ?_, ?_⟩, ?_, ?_⟩
  · fin_cases k <;> refine ⟨fun i j => ?_, fun i => ?_, fun i => ?_⟩ <;> (try fin_cases j) <;>
      fin_cases i <;> simp [mixedT, circulator, Fin.sum_univ_three]
  all_goals
    simp only [particleCurrent, heatCurrent, sub_mulVec, one_mulVec, Pi.sub_apply,
      Fin.sum_univ_three]
    simp [mixedT, circulator, Affinity.shift, mulVec, dotProduct, Fin.sum_univ_three]
    norm_num

end

end ThreeTerminalBound
```

```lean
#print axioms ThreeTerminalBound.brandner_saito_seifert
#print axioms ThreeTerminalBound.unitary_bound
#print axioms ThreeTerminalBound.circulator_sharp
#print axioms ThreeTerminalBound.onsager_bound
```

```
'ThreeTerminalBound.brandner_saito_seifert' depends on axioms: [propext, Classical.choice, Quot.sound]
'ThreeTerminalBound.unitary_bound' depends on axioms: [propext, Classical.choice, Quot.sound]
'ThreeTerminalBound.circulator_sharp' depends on axioms: [propext, Classical.choice, Quot.sound]
'ThreeTerminalBound.onsager_bound' depends on axioms: [propext, Classical.choice, Quot.sound]
```

## Notes on the proof

`circulation` expands rows and columns 0 and 1, and `linarith` performs the two subtractions.

In `real_bound`, `hx2` turns $|x|\le\sqrt3$ into $x^2\le3$. The local fact `cyc` is $Q-y(ps-qr)\ge0$; the hints given to `nlinarith` are the two squares and the products of $3-y^2$ with $s^2$ and $q^2$ from the completed-square identity. The equations `h01` to `h22` express six entries of $T$ through $T_{10},T_{21},T_{02}$ and $d$, and `E` states $E_{ij}\ge0$. The split `le_total 0 d` selects the orientation: `cyc (-x)` multiplied by $d$ with `E 1 0`, `E 2 1`, `E 0 2`, or `cyc x` multiplied by $-d$ with `E 0 1`, `E 1 2`, `E 2 0`. What remains is linear in the monomials.

`posSemidef_iff` holds for any real $3\times3$ matrix $A$. Its step `quad` evaluates $z^\dagger Kz$ by comparing real and imaginary parts. The three remaining goals are the forward implication, hermiticity, and the backward implication with $u,v$ the real and imaginary parts of $z$. `brandner_saito_seifert` composes it with `real_bound`, and `unitary_bound` reads the sums off the diagonals through `mem_unitaryGroup_iff` and `mem_unitaryGroup_iff'`.

`circulator_sharp` does not diagonalise $C$. One direction is the main theorem; the other inserts `![-x, 0, 0]` and `![1, 2, 0]` into the real inequality and obtains $x^2\le3$.

`pairing_eq` is the rearrangement of $\langle X,Y\rangle$ into affinities times currents, one energy at a time. In `onsager_bound`, `e` reduces it to terminal 1, and `hq` is the summed inequality with $\lambda,\sigma,\rho$ named `p`, `q`, `r`. After `generalize`, $L_{11},L_{12},L_{21},L_{22}$ are the numbers `A`, `B`, `C`, `D`. Then `hd` applies `discrim_le_zero` to the quadratic in $t$, a lemma that needs no assumption on the leading coefficient, while `e1` and `e2` remove $\sqrt3$ through `s3`. The closing `by_contra` is the sign argument on $M(M-L_{11}L_{22})$. The witness is checked by expanding the three-term sums.
